# If n ≠ 0, 2 is a natural occupation of a UHF determinant, so is 2 − n, with equal multiplicity

Take two orthonormal orbitals, with the α electron in $(1,0)$ and the β electron in $(3/5,4/5)$. The density matrices of the two spins are

$$P=\begin{pmatrix}1&0\\0&0\end{pmatrix},\qquad Q=\frac1{25}\begin{pmatrix}9&12\\12&16\end{pmatrix}.$$

The charge density $P+Q$ has the natural orbitals $(2,1)/\sqrt5$ and $(1,-2)/\sqrt5$, with occupations $8/5$ and $2/5$. These add up to 2, and the spin density $P-Q$ turns each orbital into $4/5$ times the other.

I believe that this holds for every UHF determinant: an occupation $n$ other than 0 and 2 always comes with $2-n$, equally often. Can this be derived rigorously from $P^2=P$ and $Q^2=Q$, and checked by machine in Lean?

## The spin density carries a natural orbital with n ≠ 0, 2 to its partner

Yes, and idempotency is enough for the pairing. Write $A=P-Q$ for the spin density, $D=P+Q$ for the charge density and $B=1-P-Q=1-D$. With $P^2=P$ and $Q^2=Q$,

$$A^2=P+Q-PQ-QP,\qquad B^2=1-P-Q+PQ+QP,$$

so $A^2+B^2=1$. In the same way

$$AB=QP-PQ,\qquad BA=PQ-QP,$$

so $AB+BA=0$.

Substituting $B=1-D$ turns these into two statements about the charge density:

$$DA=2A-AD,\qquad A^2=1-(1-D)^2=2D-D^2.$$

Now let $Dv=nv$. Then

$$D(Av)=2Av-A(Dv)=(2-n)Av,\qquad A(Av)=n(2-n)v.$$

The first equation says that $Av$ has occupation $2-n$, provided that it is not zero. The second excludes zero when $v\neq0$ and $n\neq0,2$, since $Av=0$ would give $n(2-n)v=0$. Hence $A$ maps the eigenspace of $n$ injectively into that of $2-n$, and the dimension of the first is at most that of the second. As $2-n$ is also different from 0 and 2, the same argument gives the reverse inequality, and the dimensions are equal. For $n=1$ the partner occupation is $n$ itself.

If $P$ and $Q$ are also Hermitian, then so is $A$, and

$$\|Av\|^2=\langle v,A^2v\rangle=n(2-n)\|v\|^2.$$

In the example this factor is $16/25$, the square of $4/5$. Hermiticity also bounds the occupations, because

$$n\|v\|^2=\|Pv\|^2+\|Qv\|^2\ge0,$$
$$(2-n)\|v\|^2=\|(1-P)v\|^2+\|(1-Q)v\|^2\ge0.$$

For $v\neq0$ this makes $n$ real, with $0\le n\le2$.

## Density matrices as idempotent complex matrices

In the Lean file, `ι` is the finite index set of an orthonormal spatial basis shared by both spins, and `P` and `Q` have type `Matrix ι ι ℂ`. The hypotheses `hP` and `hQ` are the idempotency conditions, which say that each spin has a set of fully occupied orbitals and that the others are empty. In an overlapping atomic-orbital basis with overlap matrix $S$, the condition reads $PSP=P$ instead, and a transformation to an orthonormal basis brings it into the form $P^2=P$.

- `sq_add_sq_eq_one` and `anticommute` state the two identities in an arbitrary ring.
- `occupationSpace P Q n` is the eigenspace of $P+Q$ at $n$. The number $n$ is complex, because Hermiticity is not assumed at this stage.
- `multiplicity_pairing` equates the dimensions (`Module.finrank`) of the eigenspaces at $n$ and $2-n$. If $n$ is not an occupation, both are zero.
- `occupation_pairing` states the pairing for eigenvalues.
- `partner_norm` and `occupation_bounds` add the hypotheses `hPh` and `hQh`, that $P$ and $Q$ are Hermitian. The squared norm is written `star v ⬝ᵥ v`, and `0 ≤ n ∧ n ≤ 2` in the order on `ℂ` includes that $n$ is real.
- `projectors_witness` confirms that the matrices of the opening example are Hermitian idempotents and that the occupations are $8/5$ and $2/5$, with the unnormalised eigenvectors $(2,1)$ and $(1,-2)$.
- `no_partner_at_two` treats $P=Q=1$ on two orbitals: every vector has occupation 2, and the eigenspace at 0 is trivial. The exclusion of $n=2$ is therefore needed.

Energy, self-consistency and electron numbers play no part, so the theorems apply to any pair of such projectors, converged or not. For a single UHF determinant in a finite basis, the pairing gives a simple check on computed natural occupations; correlated density matrices need not obey it.

```lean
import Mathlib

open Matrix
open scoped ComplexOrder

namespace ProjectorPairing

noncomputable section

/-- For two idempotents, the squares of the difference `P - Q` and of `1 - P - Q`
add up to the identity. -/
theorem sq_add_sq_eq_one {R : Type*} [Ring R] {P Q : R} (hP : P * P = P) (hQ : Q * Q = Q) :
    (P - Q) ^ 2 + (1 - P - Q) ^ 2 = 1 := by
  linear_combination (norm := noncomm_ring) hP + hP + hQ + hQ

/-- For two idempotents, `P - Q` and `1 - P - Q` anticommute. -/
theorem anticommute {R : Type*} [Ring R] {P Q : R} (hP : P * P = P) (hQ : Q * Q = Q) :
    (P - Q) * (1 - P - Q) + (1 - P - Q) * (P - Q) = 0 := by
  linear_combination (norm := noncomm_ring) hQ + hQ - hP - hP

variable {ι : Type*} [Fintype ι] [DecidableEq ι]

/-- The space of natural orbitals with occupation `n`: the eigenspace of the charge density
`P + Q` at `n`, where `P` and `Q` are the density matrices of the two spins. -/
def occupationSpace (P Q : Matrix ι ι ℂ) (n : ℂ) : Submodule ℂ (ι → ℂ) :=
  Module.End.eigenspace (P + Q).mulVecLin n

omit [DecidableEq ι] in
/-- A vector lies in the occupation space of `n` exactly when the charge density multiplies
it by `n`. -/
theorem mem_occupationSpace {P Q : Matrix ι ι ℂ} {n : ℂ} {v : ι → ℂ} :
    v ∈ occupationSpace P Q n ↔ (P + Q) *ᵥ v = n • v :=
  Module.End.mem_eigenspace_iff

/-- For idempotent `P` and `Q`, the spin density `P - Q` sends a natural orbital of occupation `n`
to a vector that the charge density multiplies by `2 - n`. -/
theorem spin_maps_to_partner {P Q : Matrix ι ι ℂ} (hP : P * P = P) (hQ : Q * Q = Q)
    {n : ℂ} {v : ι → ℂ} (hv : (P + Q) *ᵥ v = n • v) :
    (P + Q) *ᵥ ((P - Q) *ᵥ v) = (2 - n) • ((P - Q) *ᵥ v) := by
  -- anticommutation, rewritten for the charge density
  have key : (P + Q) * (P - Q) = (P - Q) + (P - Q) - (P - Q) * (P + Q) := by
    have h := anticommute hP hQ
    linear_combination (norm := noncomm_ring) -h
  generalize P - Q = A at key ⊢
  generalize P + Q = D at key hv ⊢
  rw [Matrix.mulVec_mulVec, key, Matrix.sub_mulVec, Matrix.add_mulVec,
    ← Matrix.mulVec_mulVec, hv, Matrix.mulVec_smul]
  module

/-- For idempotent `P` and `Q`, applying the spin density `P - Q` twice to a natural orbital of
occupation `n` multiplies it by `n (2 - n)`. -/
theorem spin_twice {P Q : Matrix ι ι ℂ} (hP : P * P = P) (hQ : Q * Q = Q)
    {n : ℂ} {v : ι → ℂ} (hv : (P + Q) *ᵥ v = n • v) :
    (P - Q) *ᵥ ((P - Q) *ᵥ v) = (n * (2 - n)) • v := by
  -- the sum of squares, rewritten for the charge density
  have key : (P - Q) * (P - Q) = (P + Q) + (P + Q) - (P + Q) * (P + Q) := by
    have h := sq_add_sq_eq_one hP hQ
    linear_combination (norm := noncomm_ring) h
  generalize P - Q = A at key ⊢
  generalize P + Q = D at key hv ⊢
  rw [Matrix.mulVec_mulVec, key, Matrix.sub_mulVec, Matrix.add_mulVec,
    ← Matrix.mulVec_mulVec, hv, Matrix.mulVec_smul, hv]
  module

/-- For idempotent `P` and `Q`, the occupations `n` and `2 - n` have equal multiplicity in the
charge density `P + Q`, for every `n` other than `0` and `2`. -/
theorem multiplicity_pairing {P Q : Matrix ι ι ℂ} (hP : P * P = P) (hQ : Q * Q = Q)
    {n : ℂ} (h0 : n ≠ 0) (h2 : n ≠ 2) :
    Module.finrank ℂ (occupationSpace P Q n) =
      Module.finrank ℂ (occupationSpace P Q (2 - n)) := by
  -- the spin density embeds each occupation space into that of the partner
  have le : ∀ m : ℂ, m ≠ 0 → m ≠ 2 → Module.finrank ℂ (occupationSpace P Q m) ≤
      Module.finrank ℂ (occupationSpace P Q (2 - m)) := by
    intro m m0 m2
    have hf : ∀ v ∈ occupationSpace P Q m,
        (P - Q).mulVecLin v ∈ occupationSpace P Q (2 - m) := fun v hv =>
      mem_occupationSpace.2 (spin_maps_to_partner hP hQ (mem_occupationSpace.1 hv))
    apply LinearMap.finrank_le_finrank_of_injective (f := (P - Q).mulVecLin.restrict hf)
    rw [injective_iff_map_eq_zero]
    rintro ⟨v, hv⟩ h
    have h' : (P - Q) *ᵥ v = 0 := congrArg Subtype.val h
    have ht := spin_twice hP hQ (mem_occupationSpace.1 hv)
    rw [h', Matrix.mulVec_zero] at ht
    exact Subtype.ext ((smul_eq_zero.1 ht.symm).resolve_left
      (mul_ne_zero m0 (sub_ne_zero.2 m2.symm)))
  apply le_antisymm (le n h0 h2)
  have h := le (2 - n) (sub_ne_zero.2 h2.symm) (fun h => h0 (by linear_combination -h))
  rwa [sub_sub_cancel] at h

/-- Pairing of occupations for idempotent `P` and `Q`: if `n` is an eigenvalue of `P + Q` other than
`0` and `2`, then so is `2 - n`. -/
theorem occupation_pairing {P Q : Matrix ι ι ℂ} (hP : P * P = P) (hQ : Q * Q = Q)
    {n : ℂ} (h0 : n ≠ 0) (h2 : n ≠ 2)
    (hn : Module.End.HasEigenvalue (P + Q).mulVecLin n) :
    Module.End.HasEigenvalue (P + Q).mulVecLin (2 - n) := by
  obtain ⟨v, hv, hv0⟩ := hn.exists_hasEigenvector
  have hv' : (P + Q) *ᵥ v = n • v := Module.End.mem_eigenspace_iff.1 hv
  refine Module.End.hasEigenvalue_of_hasEigenvector (x := (P - Q) *ᵥ v)
    ⟨Module.End.mem_eigenspace_iff.2 (spin_maps_to_partner hP hQ hv'), fun h => ?_⟩
  have ht := spin_twice hP hQ hv'
  rw [h, Matrix.mulVec_zero] at ht
  exact hv0 ((smul_eq_zero.1 ht.symm).resolve_left
    (mul_ne_zero h0 (sub_ne_zero.2 h2.symm)))

/-- For Hermitian projectors, the squared norm of the partner `(P - Q) v` is `n (2 - n)` times
that of the natural orbital `v` of occupation `n`. -/
theorem partner_norm {P Q : Matrix ι ι ℂ} (hP : P * P = P) (hQ : Q * Q = Q)
    (hPh : P.IsHermitian) (hQh : Q.IsHermitian)
    {n : ℂ} {v : ι → ℂ} (hv : (P + Q) *ᵥ v = n • v) :
    star ((P - Q) *ᵥ v) ⬝ᵥ ((P - Q) *ᵥ v) = n * (2 - n) * (star v ⬝ᵥ v) := by
  rw [Matrix.star_mulVec, ← Matrix.dotProduct_mulVec, (hPh.sub hQh).eq,
    spin_twice hP hQ hv, dotProduct_smul, smul_eq_mul]

/-- For Hermitian projectors every natural occupation is real and lies between `0` and `2`
(the order on `ℂ` compares real parts and requires equal imaginary parts). -/
theorem occupation_bounds {P Q : Matrix ι ι ℂ} (hP : P * P = P) (hQ : Q * Q = Q)
    (hPh : P.IsHermitian) (hQh : Q.IsHermitian)
    {n : ℂ} {v : ι → ℂ} (hv0 : v ≠ 0) (hv : (P + Q) *ᵥ v = n • v) : 0 ≤ n ∧ n ≤ 2 := by
  -- a Hermitian projector has non-negative expectation values
  have pos : ∀ R : Matrix ι ι ℂ, R * R = R → R.IsHermitian → 0 ≤ star v ⬝ᵥ (R *ᵥ v) := by
    intro R hR hRh
    have h := Matrix.posSemidef_conjTranspose_mul_self R
    rw [hRh.eq, hR] at h
    exact h.dotProduct_mulVec_nonneg v
  have hs : 0 < star v ⬝ᵥ v := lt_of_le_of_ne (dotProduct_star_self_nonneg v)
    (fun h => hv0 (dotProduct_star_self_eq_zero.1 h.symm))
  -- the positive factor `star v ⬝ᵥ v` can be cancelled
  have cancel : ∀ c : ℂ, 0 ≤ c * (star v ⬝ᵥ v) → 0 ≤ c := by
    intro c h
    generalize star v ⬝ᵥ v = s at hs h
    have s1 : 0 < s.re := (Complex.lt_def.1 hs).1
    have s2 : s.im = 0 := (Complex.lt_def.1 hs).2.symm
    have h1 : 0 ≤ (c * s).re := (Complex.le_def.1 h).1
    have h2 : (c * s).im = 0 := (Complex.le_def.1 h).2.symm
    rw [Complex.mul_re, s2, mul_zero, sub_zero] at h1
    rw [Complex.mul_im, s2, mul_zero, zero_add] at h2
    exact Complex.le_def.2 ⟨(mul_nonneg_iff_of_pos_right s1).1 h1,
      ((mul_eq_zero.1 h2).resolve_right s1.ne').symm⟩
  constructor
  · apply cancel
    have h := add_nonneg (pos P hP hPh) (pos Q hQ hQh)
    rwa [← dotProduct_add, ← Matrix.add_mulVec, hv, dotProduct_smul, smul_eq_mul] at h
  · apply sub_nonneg.1
    apply cancel
    -- the complementary projectors carry the holes
    have e : ((1 - P) + (1 - Q)) *ᵥ v = (2 - n) • v := by
      have h : (1 - P) + (1 - Q) = 1 + 1 - (P + Q) := by abel
      rw [h, Matrix.sub_mulVec, Matrix.add_mulVec, Matrix.one_mulVec, hv]
      module
    have h := add_nonneg
      (pos (1 - P) (by linear_combination (norm := noncomm_ring) hP)
        (Matrix.isHermitian_one.sub hPh))
      (pos (1 - Q) (by linear_combination (norm := noncomm_ring) hQ)
        (Matrix.isHermitian_one.sub hQh))
    rwa [← dotProduct_add, ← Matrix.add_mulVec, e, dotProduct_smul, smul_eq_mul] at h

/-- The projector on the first of two basis orbitals. -/
def alphaProj : Matrix (Fin 2) (Fin 2) ℂ := !![1, 0; 0, 0]

/-- The projector on the orbital with coefficients `3/5` and `4/5`. -/
def betaProj : Matrix (Fin 2) (Fin 2) ℂ := !![9/25, 12/25; 12/25, 16/25]

/-- The matrices `alphaProj` and `betaProj` are Hermitian idempotents, and their sum has
eigenvectors with the occupations `8/5` and `2/5`. -/
theorem projectors_witness :
    (alphaProj * alphaProj = alphaProj ∧ alphaProj.IsHermitian) ∧
    (betaProj * betaProj = betaProj ∧ betaProj.IsHermitian) ∧
    (alphaProj + betaProj) *ᵥ ![2, 1] = (8/5 : ℂ) • ![2, 1] ∧
    (alphaProj + betaProj) *ᵥ ![1, -2] = (2/5 : ℂ) • ![1, -2] := by
  refine ⟨⟨?_, ?_⟩, ⟨?_, ?_⟩, ?_, ?_⟩
  · ext i j
    fin_cases i <;> fin_cases j <;> simp [alphaProj, Matrix.mul_apply, Fin.sum_univ_succ]
  · ext i j
    fin_cases i <;> fin_cases j <;> simp [alphaProj, Matrix.conjTranspose_apply]
  · ext i j
    fin_cases i <;> fin_cases j <;>
      norm_num [betaProj, Matrix.mul_apply, Fin.sum_univ_succ]
  · ext i j
    fin_cases i <;> fin_cases j <;> simp [betaProj, Matrix.conjTranspose_apply]
  · ext i
    fin_cases i <;>
      norm_num [alphaProj, betaProj, Matrix.mulVec, dotProduct, Fin.sum_univ_succ]
  · ext i
    fin_cases i <;>
      norm_num [alphaProj, betaProj, Matrix.mulVec, dotProduct, Fin.sum_univ_succ]

/-- For `P = Q = 1` on two orbitals, every vector has occupation `2` and no nonzero vector has
occupation `0`. -/
theorem no_partner_at_two :
    occupationSpace (1 : Matrix (Fin 2) (Fin 2) ℂ) 1 2 = ⊤ ∧
    occupationSpace (1 : Matrix (Fin 2) (Fin 2) ℂ) 1 0 = ⊥ := by
  refine ⟨eq_top_iff.2 fun v _ => ?_, (Submodule.eq_bot_iff _).2 fun v hv => ?_⟩
  · rw [mem_occupationSpace, Matrix.add_mulVec, Matrix.one_mulVec]
    module
  · rw [mem_occupationSpace, Matrix.add_mulVec, Matrix.one_mulVec, zero_smul] at hv
    ext i
    have h := congrFun hv i
    simp only [Pi.add_apply, Pi.zero_apply] at h ⊢
    linear_combination h / 2

end

end ProjectorPairing
```

```lean
#print axioms ProjectorPairing.multiplicity_pairing
#print axioms ProjectorPairing.partner_norm
#print axioms ProjectorPairing.occupation_bounds
#print axioms ProjectorPairing.no_partner_at_two
```

```
'ProjectorPairing.multiplicity_pairing' depends on axioms: [propext, Classical.choice, Quot.sound]
'ProjectorPairing.partner_norm' depends on axioms: [propext, Classical.choice, Quot.sound]
'ProjectorPairing.occupation_bounds' depends on axioms: [propext, Classical.choice, Quot.sound]
'ProjectorPairing.no_partner_at_two' depends on axioms: [propext, Classical.choice, Quot.sound]
```

## From the two identities to equal dimensions

In the ring identities, `linear_combination` adds multiples of the idempotency equations, and `noncomm_ring` checks the remaining algebra without commuting $P$ and $Q$. Each of $P^2$ and $Q^2$ occurs once in $A^2$ and once in $B^2$, which is why `sq_add_sq_eq_one` uses `hP` and `hQ` twice.

The lemmas `spin_maps_to_partner` and `spin_twice` each start with a statement `key`. These are the equations $DA=2A-AD$ and $A^2=2D-D^2$ from above. The `generalize` steps then replace $P-Q$ and $P+Q$ by single letters, so that they stay whole while `key` is applied to $v$. The tactic `module` collects the scalar factors.

In `multiplicity_pairing`, the inner statement `le` is the inequality of dimensions. It restricts $A$ to the eigenspace at $m$ and proves injectivity from `spin_twice`: if $Av=0$, then $m(2-m)v=0$, hence $v=0$. Using `le` at $n$ and at $2-n$ gives both inequalities. `occupation_pairing` applies the same argument to one eigenvector and presents $Av$ as the eigenvector for $2-n$.

`partner_norm` moves $A$ across the inner product by Hermiticity and then uses `spin_twice`. In `occupation_bounds`, `pos` shows that a Hermitian projector $R$ has non-negative expectation values, because $R=R^\dagger R$. The step `cancel` divides out the positive number $\|v\|^2$. Applying `pos` to $P$ and $Q$ gives the lower bound, and applying it to $1-P$ and $1-Q$, the projectors on the unoccupied orbitals, gives the upper one.

`projectors_witness` is verified by components. In `no_partner_at_two`, the charge density sends $v$ to $v+v$, which is $2v$; if this is zero, then each component of $v$ is zero.
